# For a fixed occupation error below 1/2, the plain truncated Matsubara sum needs a number of poles that grows at least linearly with (E − μ)/kT

**Q:** Suppose I keep a hundred Matsubara pole pairs and cool my system until an empty level lies $10^4\,kT$ above the chemical potential. The pole sum then reports an occupation above 0.48, where the true value is practically zero. You say a theorem gives a minimum number of pole pairs for any error below 1/2 that I choose to allow. I suspect it is about some series, not about my Fermi function.

**A:** Then start with the definitions. For a level $E$, chemical potential $\mu$ and thermal energy $kT$, put $x=(E-\mu)/kT$. The poles of $\tanh(x/2)$ at $\pm i\pi t$, with $t$ odd, jointly contribute

$$P(x,t)=\frac{2}{x-i\pi t}+\frac{2}{x+i\pi t}=\frac{4x}{x^2+t^2\pi^2}.$$

```lean
import Mathlib

open Filter
open scoped Real Topology

namespace MatsubaraPoleCount

noncomputable section

/-- The term `4x/(x² + t²π²)`. For an odd integer `t` it is the joint contribution of the two poles
at `±iπt` to `tanh (x/2)`. -/
def polePair (x t : ℝ) : ℝ := 4 * x / (x ^ 2 + t ^ 2 * π ^ 2)
```

The approximation keeps $t=2n+1$ for $n=0,\dots,N-1$, so $N$ counts pairs.

```lean
/-- The approximation to `tanh (x/2)` that keeps the first `N` Matsubara pole pairs. -/
def truncatedTanh (N : ℕ) (x : ℝ) : ℝ :=
  ∑ n ∈ Finset.range N, polePair x (2 * (n : ℝ) + 1)
```

The exact occupation is defined by the exponential, without reference to any series.

```lean
/-- Fermi occupation of a level `E` at chemical potential `μ` and thermal energy `kT ≠ 0`. -/
def fermi (E μ kT : ℝ) : ℝ := 1 / (Real.exp ((E - μ) / kT) + 1)
```

Since $1/(e^x+1)=\tfrac12-\tfrac12\tanh(x/2)$, the truncated occupation replaces the tanh by its partial sum.

```lean
/-- The Fermi occupation computed from the first `N` Matsubara pole pairs, for `kT ≠ 0`. -/
def truncatedFermi (N : ℕ) (E μ kT : ℝ) : ℝ := 1 / 2 - truncatedTanh N ((E - μ) / kT) / 2
```

Apart from the count $N$, a natural number, all quantities in these definitions are real, and the statement concerns one level at a time.

**Q:** A tail of positive terms is a truncation error only if the full series sums to the right function. Is that assumed?

**A:** No, it is proved, starting from the hyperbolic cotangent. For $y>0$,

$$\coth y=\frac1y+\sum_{n\ge0}\frac{2y}{y^2+(n+1)^2\pi^2}.$$

Mathlib has the series $\pi\cot\pi z=\frac1z+\sum_{n\ge0}\left[\frac1{z-(n+1)}+\frac1{z+(n+1)}\right]$. At $z=iy/\pi$ the left side is $-i\pi\coth y$, the first term is $-i\pi/y$, and each bracket is $-i\pi$ times the real term above. Dividing by $-i\pi$ gives the claim. In the proof, `hterm` is the bracket computation and `hmem` checks that $z$ is not an integer.

```lean
/-- For `y > 0`, the hyperbolic cotangent is the sum over its poles on the imaginary axis. -/
theorem coth_expansion {y : ℝ} (hy : 0 < y) : Real.cosh y / Real.sinh y =
    1 / y + ∑' n : ℕ, 2 * y / (y ^ 2 + ((n : ℝ) + 1) ^ 2 * π ^ 2) := by
  have hπ : (π : ℂ) ≠ 0 := by exact_mod_cast Real.pi_ne_zero
  have hyC : (y : ℂ) ≠ 0 := by exact_mod_cast hy.ne'
  -- evaluate the cotangent series at the imaginary point z = iy/π
  obtain ⟨z, hz⟩ : ∃ z : ℂ, z = ((y / π : ℝ) : ℂ) * Complex.I := ⟨_, rfl⟩
  have hzπ : z * π = y * Complex.I := by
    rw [hz]; push_cast; field_simp
  have hz0 : z ≠ 0 := by
    intro h
    rw [h, zero_mul] at hzπ
    exact mul_ne_zero hyC Complex.I_ne_zero hzπ.symm
  have hmem : z ∈ Complex.integerComplement := by
    rintro ⟨n, hn⟩
    have h1 : (0 : ℝ) = y / π := by simpa [hz] using congrArg Complex.im hn
    exact (div_pos hy Real.pi_pos).ne h1
  have hterm : ∀ n : ℕ, 1 / (z - ((n : ℂ) + 1)) + 1 / (z + ((n : ℂ) + 1)) =
      -(Complex.I * π) * ((2 * y / (y ^ 2 + ((n : ℝ) + 1) ^ 2 * π ^ 2) : ℝ) : ℂ) := by
    intro n
    have hD0 : (y : ℂ) ^ 2 + ((n : ℂ) + 1) ^ 2 * (π : ℂ) ^ 2 ≠ 0 := by
      have : y ^ 2 + ((n : ℝ) + 1) ^ 2 * π ^ 2 ≠ 0 := by positivity
      exact_mod_cast this
    have hD : (y : ℂ) ^ 2 + ((n : ℂ) + 1) ^ 2 * (π : ℂ) ^ 2 =
        -(π : ℂ) ^ 2 * ((z - ((n : ℂ) + 1)) * (z + ((n : ℂ) + 1))) := by
      linear_combination (z * π + y * Complex.I) * hzπ + (y : ℂ) ^ 2 * Complex.I_sq
    have hP : (z - ((n : ℂ) + 1)) * (z + ((n : ℂ) + 1)) ≠ 0 := by
      intro h
      apply hD0
      rw [hD, h, mul_zero]
    push_cast
    rw [div_add_div _ _ (left_ne_zero_of_mul hP) (right_ne_zero_of_mul hP),
      ← mul_div_assoc, div_eq_div_iff hP hD0]
    linear_combination (2 * z) * hD
      - 2 * π * ((z - ((n : ℂ) + 1)) * (z + ((n : ℂ) + 1))) * hzπ
  have h := cot_series_rep' hmem
  rw [tsum_congr hterm, tsum_mul_left, ← Complex.ofReal_tsum, mul_comm (π : ℂ) z, hzπ,
    Complex.cot, Complex.cos_mul_I, Complex.sin_mul_I, div_mul_eq_div_div,
    Complex.div_I] at h
  have hinv : 1 / z = -(Complex.I * π) / y := by
    rw [div_eq_div_iff hz0 hyC]
    linear_combination Complex.I * hzπ + (y : ℂ) * Complex.I_sq
  rw [hinv] at h
  apply Complex.ofReal_injective
  rw [Complex.ofReal_add, Complex.ofReal_div, Complex.ofReal_div, Complex.ofReal_cosh,
    Complex.ofReal_sinh, Complex.ofReal_one]
  apply mul_left_cancel₀ (neg_ne_zero.mpr (mul_ne_zero Complex.I_ne_zero hπ))
  linear_combination h
```

Rearranging the series needs convergence, which follows from $P(x,m)\le 4x/m^2$ for $m\ge1$.

```lean
/-- For `x > 0`, the terms `polePair x n` with `n = 0, 1, 2, …` have a convergent sum. -/
theorem summable_polePair {x : ℝ} (hx : 0 < x) : Summable (fun n : ℕ => polePair x n) := by
  have h0 : Summable (fun n : ℕ => 1 / (n : ℝ) ^ 2) :=
    Real.summable_one_div_nat_pow.mpr one_lt_two
  have h := ((summable_nat_add_iff 1).mpr h0).mul_left (4 * x)
  rw [← summable_nat_add_iff 1]
  refine Summable.of_nonneg_of_le (fun n => ?_) (fun n => ?_) h
  · unfold polePair; positivity
  · unfold polePair
    rw [mul_one_div]
    apply div_le_div_of_nonneg_left (by positivity) (by positivity)
    have hp : 0 ≤ π ^ 2 - 1 := by nlinarith [Real.pi_gt_three]
    nlinarith [sq_nonneg x, mul_nonneg (sq_nonneg ((n + 1 : ℕ) : ℝ)) hp]
```

Now write $s=\sinh(x/2)$ and $c=\cosh(x/2)$. Then

$$2\coth x-\coth\frac x2=\frac{c^2+s^2}{sc}-\frac cs=\frac sc=\tanh\frac x2.$$

The two expansions are

$$2\coth x=\frac2x+\sum_{m\ge1}P(x,m),\qquad \coth\frac x2=\frac2x+\sum_{k\ge1}P(x,2k).$$

Subtracting them leaves the odd frequencies: $\tanh(x/2)=\sum_{n\ge0}P(x,2n+1)$. The Lean proof also carries the zero-frequency term $4/x$ in both sums, where it cancels. `hsplit` separates even from odd, and `hid` is the hyperbolic identity.

```lean
/-- Matsubara expansion: for `x > 0`, the pole pairs at the odd frequencies sum to
`tanh (x/2)`. -/
theorem tanh_expansion {x : ℝ} (hx : 0 < x) :
    HasSum (fun n : ℕ => polePair x (2 * (n : ℝ) + 1)) (Real.tanh (x / 2)) := by
  have hf := summable_polePair hx
  have he : Summable (fun k : ℕ => polePair x ((2 * k : ℕ) : ℝ)) :=
    hf.comp_injective (i := fun k : ℕ => 2 * k)
      (fun a b h => by have h' : 2 * a = 2 * b := h; omega)
  have ho : Summable (fun k : ℕ => polePair x ((2 * k + 1 : ℕ) : ℝ)) :=
    hf.comp_injective (i := fun k : ℕ => 2 * k + 1)
      (fun a b h => by have h' : 2 * a + 1 = 2 * b + 1 := h; omega)
  have hsplit := (HasSum.even_add_odd (f := fun n : ℕ => polePair x n)
    he.hasSum ho.hasSum).tsum_eq
  -- all frequencies give 2 coth x, the even ones give coth (x/2)
  have h1 : ∑' n : ℕ, polePair x n =
      4 / x + 2 * ∑' n : ℕ, 2 * x / (x ^ 2 + ((n : ℝ) + 1) ^ 2 * π ^ 2) := by
    rw [hf.tsum_eq_zero_add, ← tsum_mul_left]
    congr 1
    · unfold polePair
      rw [div_eq_div_iff (by positivity) hx.ne']
      push_cast; ring
    · refine tsum_congr fun n => ?_
      unfold polePair
      push_cast; ring
  have h2 : ∑' k : ℕ, polePair x ((2 * k : ℕ) : ℝ) = 4 / x +
      ∑' n : ℕ, 2 * (x / 2) / ((x / 2) ^ 2 + ((n : ℝ) + 1) ^ 2 * π ^ 2) := by
    rw [he.tsum_eq_zero_add]
    congr 1
    · unfold polePair
      rw [div_eq_div_iff (by positivity) hx.ne']
      push_cast; ring
    · refine tsum_congr fun n => ?_
      unfold polePair
      rw [div_eq_div_iff (by positivity) (by positivity)]
      push_cast; ring
  have hid : Real.tanh (x / 2) = 2 * (Real.cosh x / Real.sinh x)
      - Real.cosh (x / 2) / Real.sinh (x / 2) := by
    have hs : Real.sinh (x / 2) ≠ 0 := (Real.sinh_pos_iff.mpr (by positivity)).ne'
    have hc : Real.cosh (x / 2) ≠ 0 := (Real.cosh_pos _).ne'
    have e1 : Real.sinh x = 2 * Real.sinh (x / 2) * Real.cosh (x / 2) := by
      rw [← Real.sinh_two_mul]; congr 1; ring
    have e2 : Real.cosh x = Real.cosh (x / 2) ^ 2 + Real.sinh (x / 2) ^ 2 := by
      rw [← Real.cosh_two_mul]; congr 1; ring
    rw [Real.tanh_eq_sinh_div_cosh, e1, e2]
    field_simp
    ring
  have hO : ∑' k : ℕ, polePair x ((2 * k + 1 : ℕ) : ℝ) = Real.tanh (x / 2) := by
    have e : 1 / (x / 2) = 2 * (1 / x) := by field_simp
    rw [hid, coth_expansion hx, coth_expansion (half_pos hx), e]
    linarith
  have h := ho.hasSum
  rw [hO] at h
  simpa only [Nat.cast_add, Nat.cast_mul, Nat.cast_ofNat, Nat.cast_one] using h
```

**Q:** Fine, the tail is the error. Where does an arctangent come from?

**A:** From comparing each pole pair with a difference that telescopes. Take $a>0$, $u=x/(a\pi)$ and $v=x/((a+2)\pi)$. The subtraction formula and $\arctan w\le w$ for $w\ge0$ give

$$\arctan u-\arctan v=\arctan\frac{u-v}{1+uv}\le\frac{u-v}{1+uv}=\frac{2\pi x}{x^2+a(a+2)\pi^2}.$$

Multiply by $2/\pi$ and use $a(a+2)\ge a^2$:

$$\frac2\pi(\arctan u-\arctan v)\le\frac{4x}{x^2+a(a+2)\pi^2}\le P(x,a).$$

In Lean, `h` is the subtraction formula, and the `calc` block carries out the estimates that follow it.

```lean
/-- For `x, a > 0`, the term `polePair x a` is at least `2/π` times the drop of `arctan (x/(tπ))`
between `t = a` and `t = a + 2`. -/
theorem arctan_step {x a : ℝ} (hx : 0 < x) (ha : 0 < a) :
    2 / π * (Real.arctan (x / (a * π)) - Real.arctan (x / ((a + 2) * π))) ≤ polePair x a := by
  have hπ := Real.pi_pos
  obtain ⟨u, hu⟩ : ∃ u, u = x / (a * π) := ⟨_, rfl⟩
  obtain ⟨v, hv⟩ : ∃ v, v = x / ((a + 2) * π) := ⟨_, rfl⟩
  have hu0 : 0 < u := by rw [hu]; positivity
  have hv0 : 0 < v := by rw [hv]; positivity
  have hsub : u - v = 2 * x / (a * (a + 2) * π) := by
    rw [hu, hv]
    field_simp
    ring
  have hadd : 1 + u * v = (x ^ 2 + a * (a + 2) * π ^ 2) / (a * (a + 2) * π ^ 2) := by
    rw [hu, hv]
    field_simp
    ring
  have hw : 0 ≤ (u - v) / (1 + u * v) := by rw [hsub]; positivity
  -- subtraction formula, then arctan w ≤ w
  have h : Real.arctan u + Real.arctan (-v) = Real.arctan ((u + -v) / (1 - u * -v)) :=
    Real.arctan_add (by nlinarith [mul_pos hu0 hv0])
  rw [Real.arctan_neg, mul_neg, sub_neg_eq_add, ← sub_eq_add_neg, ← sub_eq_add_neg] at h
  have hle := Real.le_tan (Real.arctan_nonneg.mpr hw) (Real.arctan_lt_pi_div_two _)
  rw [Real.tan_arctan] at hle
  rw [← hu, ← hv, h]
  calc 2 / π * Real.arctan ((u - v) / (1 + u * v))
      ≤ 2 / π * ((u - v) / (1 + u * v)) := by gcongr
    _ = 4 * x / (x ^ 2 + a * (a + 2) * π ^ 2) := by
        rw [hsub, hadd]
        field_simp
        ring
    _ ≤ polePair x a := by
        unfold polePair
        apply div_le_div_of_nonneg_left (by positivity) (by positivity)
        nlinarith [mul_pos ha (pow_pos hπ 2)]
```

Consecutive odd frequencies differ by 2, so summing over $M$ terms from $n=N$ telescopes:

$$\sum_{n=N}^{N+M-1}P(x,2n+1)\ge\frac2\pi\left[\arctan\frac{x}{(2N+1)\pi}-\arctan\frac{x}{(2(N+M)+1)\pi}\right].$$

As $M\to\infty$ the last arctangent vanishes. In Lean, `hpart` is the telescoping by induction on $M$, and `ge_of_tendsto'` takes the limit. The tail is indexed from zero with $n+N$ in place of $n$.

```lean
/-- For `x > 0`, the Matsubara tail from `n = N` on is at least
`(2/π) arctan (x/((2N+1)π))`. -/
theorem tail_lower_bound {x : ℝ} (hx : 0 < x) (N : ℕ) :
    2 / π * Real.arctan (x / ((2 * (N : ℝ) + 1) * π)) ≤
      ∑' n : ℕ, polePair x (2 * ((n + N : ℕ) : ℝ) + 1) := by
  -- telescoping over M terms
  have hpart : ∀ M : ℕ, 2 / π * Real.arctan (x / ((2 * (N : ℝ) + 1) * π)) ≤
      ∑ n ∈ Finset.range M, polePair x (2 * ((n + N : ℕ) : ℝ) + 1) +
        2 / π * Real.arctan (x / ((2 * ((M + N : ℕ) : ℝ) + 1) * π)) := by
    intro M
    induction M with
    | zero => simp
    | succ M ih =>
      have s := arctan_step hx (a := 2 * ((M + N : ℕ) : ℝ) + 1) (by positivity)
      have e : 2 * ((M + 1 + N : ℕ) : ℝ) + 1 = 2 * ((M + N : ℕ) : ℝ) + 1 + 2 := by
        push_cast; ring
      rw [Finset.sum_range_succ, e]
      rw [mul_sub] at s
      linarith
  have hs : Summable (fun n : ℕ => polePair x (2 * ((n + N : ℕ) : ℝ) + 1)) :=
    (summable_nat_add_iff (f := fun n : ℕ => polePair x (2 * (n : ℝ) + 1)) N).mpr
      (tanh_expansion hx).summable
  -- the remaining arctangent vanishes in the limit
  have hden : Tendsto (fun M : ℕ => (2 * ((M + N : ℕ) : ℝ) + 1) * π) atTop atTop := by
    refine tendsto_atTop_mono (fun M => ?_) (tendsto_natCast_atTop_atTop (R := ℝ))
    have hM : (0 : ℝ) ≤ M := Nat.cast_nonneg M
    have hN : (0 : ℝ) ≤ N := Nat.cast_nonneg N
    push_cast
    nlinarith [Real.pi_gt_three]
  have hg := ((Real.continuous_arctan.tendsto 0).comp
    ((tendsto_const_nhds (x := x)).div_atTop hden)).const_mul (2 / π)
  have hlim := hs.hasSum.tendsto_sum_nat.add hg
  rw [Real.arctan_zero, mul_zero, add_zero] at hlim
  exact ge_of_tendsto' hlim hpart
```

Splitting the tanh series at $N$ turns this into a bound on the error:

$$\tanh\frac x2-\sum_{n=0}^{N-1}P(x,2n+1)\ge\frac2\pi\arctan\frac{x}{(2N+1)\pi}.$$

It holds for every $x>0$ and every $N$, including $N=0$, where the sum is empty.

```lean
/-- For `x > 0`, keeping `N` Matsubara pole pairs underestimates `tanh (x/2)` by at least
`(2/π) arctan (x/((2N+1)π))`. -/
theorem truncation_error_lower_bound {x : ℝ} (hx : 0 < x) (N : ℕ) :
    2 / π * Real.arctan (x / ((2 * (N : ℝ) + 1) * π)) ≤
      Real.tanh (x / 2) - truncatedTanh N x := by
  have h := (tanh_expansion hx).summable.sum_add_tsum_nat_add N
  rw [(tanh_expansion hx).tsum_eq] at h
  have ht := tail_lower_bound hx N
  unfold truncatedTanh
  linarith
```

**Q:** I set a tolerance and want a number of poles. Does the bound invert cleanly?

**A:** Yes. If the tanh error is at most $\varepsilon<1$, then $\arctan\frac{x}{(2N+1)\pi}\le\frac{\pi\varepsilon}2<\frac\pi2$. The tangent increases on $(-\pi/2,\pi/2)$, so

$$\frac{x}{(2N+1)\pi}\le\tan\frac{\pi\varepsilon}2,\qquad N\ge\frac12\left(\frac{x}{\pi\tan(\pi\varepsilon/2)}-1\right).$$

At fixed $\varepsilon$ the right side is linear in $x$ with positive slope. You need not assume $\varepsilon>0$, because the error is strictly positive and the hypothesis `h` forces it.

```lean
/-- For `x > 0`, an error of at most `ε < 1` in `tanh (x/2)` requires a number `N` of
Matsubara pole pairs that is bounded below by a linear function of `x`. -/
theorem pole_count_linear {x ε : ℝ} (hx : 0 < x) (hε : ε < 1) (N : ℕ)
    (h : Real.tanh (x / 2) - truncatedTanh N x ≤ ε) :
    (x / (π * Real.tan (π * ε / 2)) - 1) / 2 ≤ N := by
  have hπ := Real.pi_pos
  have hu : 0 < x / ((2 * (N : ℝ) + 1) * π) := by positivity
  have h1 := (truncation_error_lower_bound hx N).trans h
  rw [div_mul_eq_mul_div, div_le_iff₀ hπ] at h1
  have h2 : Real.arctan (x / ((2 * (N : ℝ) + 1) * π)) ≤ π * ε / 2 := by linarith
  have hlo := Real.neg_pi_div_two_lt_arctan (x / ((2 * (N : ℝ) + 1) * π))
  -- the tangent is increasing on (-π/2, π/2)
  have h3 := Real.strictMonoOn_tan.monotoneOn
    ⟨hlo, Real.arctan_lt_pi_div_two _⟩ ⟨hlo.trans_le h2, by nlinarith⟩ h2
  rw [Real.tan_arctan] at h3
  have ht : 0 < Real.tan (π * ε / 2) := hu.trans_le h3
  rw [div_le_iff₀ (by positivity)] at h3
  have h4 : x / (π * Real.tan (π * ε / 2)) ≤ 2 * (N : ℝ) + 1 := by
    rw [div_le_iff₀ (by positivity)]
    linarith
  linarith
```

**Q:** And `hε : ε < 1` looks like decoration.

**A:** Leaving it out is a plausible slip, and it makes the statement false. At $\varepsilon=2.1$ the tangent is positive again, so for large $x$ the formula would demand many poles, although $N=0$ already has an error below 1. For occupations the condition becomes $\delta<1/2$, where $\delta$ is the allowed absolute error. With no poles at all, every level gets occupation $1/2$, which is wrong by less than $1/2$.

The occupation error is half the tanh error, so $\varepsilon=2\delta$ and

$$N\ge\frac12\left(\frac{(E-\mu)/kT}{\pi\tan(\pi\delta)}-1\right).$$

The last theorem states this for $kT>0$ and $E>\mu$. Its proof rewrites the Fermi function through tanh (`hf`) and applies the previous count.

```lean
/-- For a level above the chemical potential at positive temperature, an absolute error of at
most `δ < 1/2` in the Fermi occupation requires a number of Matsubara pole pairs bounded below
by a linear function of `(E - μ)/kT`. -/
theorem fermi_pole_count {E μ kT δ : ℝ} (hT : 0 < kT) (hE : μ < E) (hδ : δ < 1 / 2) (N : ℕ)
    (h : |truncatedFermi N E μ kT - fermi E μ kT| ≤ δ) :
    ((E - μ) / kT / (π * Real.tan (π * δ)) - 1) / 2 ≤ N := by
  have hx : 0 < (E - μ) / kT := div_pos (sub_pos.mpr hE) hT
  unfold truncatedFermi fermi at h
  generalize (E - μ) / kT = x at h hx ⊢
  -- the Fermi function is (1 - tanh (x/2))/2
  have hf : 1 / (Real.exp x + 1) = 1 / 2 - Real.tanh (x / 2) / 2 := by
    have e : Real.exp x = Real.exp (x / 2) ^ 2 := by
      rw [pow_two, ← Real.exp_add]; congr 1; ring
    have hp := Real.exp_pos (x / 2)
    rw [Real.tanh_eq_sinh_div_cosh, Real.sinh_eq, Real.cosh_eq, Real.exp_neg, e]
    field_simp
    ring
  rw [hf] at h
  have h1 := (le_abs_self _).trans h
  have h2 := pole_count_linear hx (ε := 2 * δ) (by linarith) N (by linarith)
  have e : π * (2 * δ) / 2 = π * δ := by ring
  rwa [e] at h2

end

end MatsubaraPoleCount
```

```lean
#print axioms MatsubaraPoleCount.pole_count_linear
#print axioms MatsubaraPoleCount.fermi_pole_count
```

```
'MatsubaraPoleCount.pole_count_linear' depends on axioms: [propext, Classical.choice, Quot.sound]
'MatsubaraPoleCount.fermi_pole_count' depends on axioms: [propext, Classical.choice, Quot.sound]
```

**Q:** What does this look like in my code?

**A:** With $\omega_n=(2n+1)\pi kT$, the truncated occupation is

$$\frac12+2kT\sum_{n=0}^{N-1}\operatorname{Re}\frac{1}{i\omega_n-(E-\mu)}.$$

For a Hamiltonian matrix, each term becomes a resolvent at a complex shift, typically computed by a shifted linear solve or a factorisation. For a level $100\,kT$ above $\mu$ and $\delta=0.01$, the bound demands at least 506 pole pairs. In electronic-structure calculations that use this plain truncated sum, the number of shifts therefore has to grow at least in proportion to $1/kT$ if the occupation of a fixed level above $\mu$ is to keep its accuracy.

**Q:** So pole expansions are hopeless at low temperature?

**A:** That doesn't follow. The bound concerns the first $N$ Matsubara pole pairs with their original weights and no tail correction; expansions with other poles or weights are a different matter. It is also a necessary count, with no promise that so many poles suffice. And it controls single occupations, not totals: the error is odd in $E-\mu$, so in the particle number, levels placed symmetrically about $\mu$ cancel each other's errors.
